# Harmonic frequencies are real when G is positive definite and F is positive semidefinite

If the eigenvalues of $GF$ were declared to be real numbers, their reality would be assumed and not proved. So here the matrices $G$ and $F$ are real, while the eigenvalue $\mu$ and the eigenvector $v$ are complex.

The eigenvalue problem comes from small vibrations in internal coordinates $q$, measured from a stationary reference geometry, with kinetic energy $\tfrac12\dot q^{T}G^{-1}\dot q$ and potential energy $\tfrac12 q^{T}Fq$. The equation of motion is $\ddot q=-GFq$, and the trial solution $q=v\,e^{-i\omega t}$ gives $GFv=\omega^2v$. The code starts from this last equation.

## Complex modes of real matrices

In Lean 4 with Mathlib:

```lean
import Mathlib

open Matrix

namespace GFRealFrequencies

variable {n : Type*} [Fintype n]
```

The type `n` labels the internal coordinates. It may be any finite set.

```lean
/-- The real parts of the components of a complex displacement vector. -/
def rePart (v : n → ℂ) : n → ℝ := fun i => (v i).re
```

A complex vector `v : n → ℂ` assigns a complex number to each coordinate. `rePart v` is its real part, written $a$ below.

```lean
/-- The imaginary parts of the components of a complex displacement vector. -/
def imPart (v : n → ℂ) : n → ℝ := fun i => (v i).im
```

Likewise `imPart v` is the imaginary part $b$, so that $v=a+ib$.

```lean
/-- A nonzero complex vector `v` of internal coordinates is a mode with eigenvalue `μ`
if `G F v = μ v`. -/
def IsMode (G F : Matrix n n ℝ) (μ : ℂ) (v : n → ℂ) : Prop :=
  v ≠ 0 ∧ (G * F).map Complex.ofReal *ᵥ v = μ • v
```

`IsMode G F μ v` says that $v\neq0$ and $GFv=\mu v$. The expression `.map Complex.ofReal` turns the real entries of $GF$ into complex numbers, and `*ᵥ` is matrix times vector.

```lean
/-- The sum of the quadratic form of `A` over two real vectors `a` and `b`. -/
def quadForm (A : Matrix n n ℝ) (a b : n → ℝ) : ℝ :=
  a ⬝ᵥ A *ᵥ a + b ⬝ᵥ A *ᵥ b
```

For real vectors, `⬝ᵥ` is the dot product, and `quadForm A a b` is $a\cdot Aa+b\cdot Ab$. Two values of it matter:

$$f=a\cdot Fa+b\cdot Fb,\qquad g=(Fa)\cdot G(Fa)+(Fb)\cdot G(Fb).$$

The first is twice the sum of the potential energies of the displacements $a$ and $b$. The second is the form of $G$ on $Fa$ and $Fb$, which are the restoring forces up to sign.

## Two facts about quadratic forms

```lean
/-- A symmetric matrix gives a symmetric bilinear form. -/
theorem symm_form {A : Matrix n n ℝ} (hA : A.IsSymm) (x y : n → ℝ) :
    x ⬝ᵥ A *ᵥ y = y ⬝ᵥ A *ᵥ x := by
  rw [Matrix.dotProduct_mulVec, ← Matrix.mulVec_transpose, hA.eq, dotProduct_comm]
```

In the theorems here the named hypotheses stand before the first colon that lies outside all brackets, the claim after it, and the proof after `:= by`. This one says that a symmetric $A$ satisfies $x\cdot Ay=y\cdot Ax$. The rewriting follows $x\cdot Ay=(A^{T}x)\cdot y=(Ax)\cdot y=y\cdot Ax$.

```lean
/-- The quadratic form of a positive definite matrix, summed over two vectors that are not
both zero, is positive. -/
theorem quadForm_pos {A : Matrix n n ℝ} (hA : A.PosDef) {a b : n → ℝ}
    (h : a ≠ 0 ∨ b ≠ 0) : 0 < quadForm A a b := by
  have nonneg : ∀ x : n → ℝ, 0 ≤ x ⬝ᵥ A *ᵥ x := fun x => by
    have hx := hA.posSemidef.dotProduct_mulVec_nonneg x
    rwa [star_trivial] at hx
  have pos : ∀ x : n → ℝ, x ≠ 0 → 0 < x ⬝ᵥ A *ᵥ x := fun x hx => by
    have hx' := hA.dotProduct_mulVec_pos hx
    rwa [star_trivial] at hx'
  unfold quadForm
  rcases h with h | h
  · linarith [pos a h, nonneg b]
  · linarith [nonneg a, pos b h]
```

If $A$ is positive definite and $a$, $b$ are not both zero, then $a\cdot Aa+b\cdot Ab>0$: one term is positive and the other is at least zero. `rcases` separates the two cases, and `linarith` adds the inequalities. For real matrices, `PosDef` includes symmetry.

## Real equations for a complex mode

```lean
/-- The complex eigenvalue equation of `G F` splits into two coupled real equations for the
real and imaginary parts of the mode. -/
theorem mode_real_equations {G F : Matrix n n ℝ} {μ : ℂ} {v : n → ℂ}
    (h : IsMode G F μ v) :
    G *ᵥ (F *ᵥ rePart v) = μ.re • rePart v - μ.im • imPart v ∧
    G *ᵥ (F *ᵥ imPart v) = μ.re • imPart v + μ.im • rePart v := by
  rw [Matrix.mulVec_mulVec, Matrix.mulVec_mulVec]
  constructor
  · funext i
    have hi := congrArg Complex.re (congrFun h.2 i)
    simp only [Matrix.mulVec, dotProduct, Matrix.map_apply, Pi.smul_apply, Pi.sub_apply,
      smul_eq_mul, Complex.re_sum, Complex.mul_re, Complex.ofReal_re, Complex.ofReal_im,
      zero_mul, sub_zero, rePart, imPart] at hi ⊢
    exact hi
  · funext i
    have hi := congrArg Complex.im (congrFun h.2 i)
    simp only [Matrix.mulVec, dotProduct, Matrix.map_apply, Pi.smul_apply, Pi.add_apply,
      smul_eq_mul, Complex.im_sum, Complex.mul_im, Complex.ofReal_re, Complex.ofReal_im,
      zero_mul, add_zero, rePart, imPart] at hi ⊢
    exact hi
```

Write $\mu=\alpha+i\beta$. Since $GF$ is real, the real and imaginary parts of $GF(a+ib)=(\alpha+i\beta)(a+ib)$ are

$$GFa=\alpha a-\beta b,\qquad GFb=\alpha b+\beta a.$$

The proof takes `Complex.re` and `Complex.im` of each component, and `simp` expands the sums.

```lean
/-- For symmetric `G` and `F`, the form of `G` on the force vectors `F a`, `F b` of a mode
`a + i b` equals `Re μ` times the form of `F` on `a`, `b`, and `Im μ` times the latter
vanishes. -/
theorem mode_balance {G F : Matrix n n ℝ} (hG : G.IsSymm) (hF : F.IsSymm)
    {μ : ℂ} {v : n → ℂ} (h : IsMode G F μ v) :
    quadForm G (F *ᵥ rePart v) (F *ᵥ imPart v)
      = μ.re * quadForm F (rePart v) (imPart v) ∧
    μ.im * quadForm F (rePart v) (imPart v) = 0 := by
  obtain ⟨h1, h2⟩ := mode_real_equations h
  have sF := symm_form hF (rePart v) (imPart v)
  have sG := symm_form hG (F *ᵥ rePart v) (F *ᵥ imPart v)
  have c1 := dotProduct_comm (F *ᵥ rePart v) (rePart v)
  have c2 := dotProduct_comm (F *ᵥ rePart v) (imPart v)
  have c3 := dotProduct_comm (F *ᵥ imPart v) (rePart v)
  have c4 := dotProduct_comm (F *ᵥ imPart v) (imPart v)
  unfold quadForm
  rw [h1, h2] at sG ⊢
  simp only [dotProduct_sub, dotProduct_add, dotProduct_smul, smul_eq_mul,
    c1, c2, c3, c4] at sG ⊢
  constructor
  · linear_combination μ.im * sF
  · linear_combination sG + μ.re * sF
```

The claim is $g=\alpha f$ and $\beta f=0$, for symmetric $G$ and $F$. For the first part, take the dot product of the first real equation with $Fa$ and of the second with $Fb$, then add:

$$g=\alpha f+\beta\,(a\cdot Fb-b\cdot Fa)=\alpha f,$$

because $F$ is symmetric. For the second part, exchange the partners:

$$(Fa)\cdot G(Fb)=\alpha\,b\cdot Fa+\beta\,a\cdot Fa,$$
$$(Fb)\cdot G(Fa)=\alpha\,a\cdot Fb-\beta\,b\cdot Fb.$$

The left sides agree because $G$ is symmetric, and the $\alpha$ terms agree because $F$ is. Subtracting leaves $\beta f=0$. In the code, `sF` and `sG` are these two symmetries, and `linear_combination` states which multiples of them give the result.

## The sign of the eigenvalue

```lean
/-- For positive definite `G` and symmetric `F`, a mode has eigenvalue zero exactly when the force
constants exert no restoring force on its real and imaginary parts. -/
theorem eigenvalue_zero_iff_force_free {G F : Matrix n n ℝ} (hG : G.PosDef)
    (hF : F.IsSymm) {μ : ℂ} {v : n → ℂ} (h : IsMode G F μ v) :
    μ = 0 ↔ F *ᵥ rePart v = 0 ∧ F *ᵥ imPart v = 0 := by
  have hGs : G.IsSymm := by
    have e := hG.isHermitian.eq
    rwa [Matrix.conjTranspose_eq_transpose_of_trivial] at e
  constructor
  · intro hμ
    by_contra hne
    have hpos := quadForm_pos hG (not_and_or.mp hne)
    rw [(mode_balance hGs hF h).1, hμ, Complex.zero_re, zero_mul] at hpos
    exact lt_irrefl _ hpos
  · rintro ⟨ha, hb⟩
    obtain ⟨h1, h2⟩ := mode_real_equations h
    rw [ha, Matrix.mulVec_zero] at h1
    rw [hb, Matrix.mulVec_zero] at h2
    -- without force, `μ v = 0` in every component, and some component of `v` is nonzero
    obtain ⟨i, hi⟩ := Function.ne_iff.mp h.1
    have e1 := congrFun h1 i
    have e2 := congrFun h2 i
    simp only [Pi.zero_apply, Pi.sub_apply, Pi.add_apply, Pi.smul_apply, smul_eq_mul,
      rePart, imPart] at e1 e2
    have hz : μ * v i = 0 := by
      apply Complex.ext
      · rw [Complex.mul_re, Complex.zero_re]
        exact e1.symm
      · rw [Complex.mul_im, Complex.zero_im]
        exact e2.symm
    exact (mul_eq_zero.mp hz).resolve_right hi
```

For positive definite $G$, $\mu=0$ holds exactly when $Fa=Fb=0$. If $\mu=0$, then $g=\alpha f=0$, and positive definiteness forces both force vectors to vanish. Conversely, if they vanish, the real equations give $\mu v=0$. Some component $v_i$ is nonzero, so $\mu=0$.

```lean
/-- For positive definite `G` and symmetric `F`, an eigenvalue of `G F` is zero, or it is real
and has the same sign as the quadratic form of `F` on the mode. -/
theorem eigenvalue_sign {G F : Matrix n n ℝ} (hG : G.PosDef) (hF : F.IsSymm)
    {μ : ℂ} {v : n → ℂ} (h : IsMode G F μ v) :
    μ = 0 ∨ (μ.im = 0 ∧ 0 < μ.re * quadForm F (rePart v) (imPart v)) := by
  have hGs : G.IsSymm := by
    have e := hG.isHermitian.eq
    rwa [Matrix.conjTranspose_eq_transpose_of_trivial] at e
  by_cases hμ : μ = 0
  · exact Or.inl hμ
  · right
    have hne := fun hf => hμ ((eigenvalue_zero_iff_force_free hG hF h).mpr hf)
    have hpos := quadForm_pos hG (not_and_or.mp hne)
    obtain ⟨b1, b2⟩ := mode_balance hGs hF h
    rw [b1] at hpos
    exact ⟨(mul_eq_zero.mp b2).resolve_right (right_ne_zero_of_mul hpos.ne'), hpos⟩
```

Here $F$ need only be symmetric. If $\mu\neq0$, the previous theorem gives a nonzero force vector, hence $g>0$. Then $\alpha f=g>0$, so $f\neq0$, and $\beta f=0$ yields $\beta=0$. The eigenvalue is therefore real and has the sign of $f$. A negative one, as can occur at a saddle point of the potential, corresponds to an imaginary frequency.

```lean
/-- For positive definite `G` and positive semidefinite `F`, every complex eigenvalue of `G F`
is real and nonnegative, and it is strictly positive if `F` is positive definite. -/
theorem eigenvalue_real_nonneg {G F : Matrix n n ℝ} (hG : G.PosDef) (hF : F.PosSemidef)
    {μ : ℂ} {v : n → ℂ} (h : IsMode G F μ v) :
    μ.im = 0 ∧ 0 ≤ μ.re ∧ (F.PosDef → 0 < μ.re) := by
  have hFs : F.IsSymm := by
    have e := hF.isHermitian.eq
    rwa [Matrix.conjTranspose_eq_transpose_of_trivial] at e
  have hf : 0 ≤ quadForm F (rePart v) (imPart v) := by
    have ha := hF.dotProduct_mulVec_nonneg (rePart v)
    have hb := hF.dotProduct_mulVec_nonneg (imPart v)
    rw [star_trivial] at ha hb
    exact add_nonneg ha hb
  rcases eigenvalue_sign hG hFs h with hμ | ⟨him, hpos⟩
  · refine ⟨by rw [hμ, Complex.zero_im], by rw [hμ, Complex.zero_re], fun hFd => ?_⟩
    -- a definite force field leaves no force-free mode
    exfalso
    obtain ⟨fa, fb⟩ := (eigenvalue_zero_iff_force_free hG hFs h).mp hμ
    have hv : rePart v ≠ 0 ∨ imPart v ≠ 0 := by
      apply not_and_or.mp
      rintro ⟨ha, hb⟩
      exact h.1 (funext fun i => Complex.ext (congrFun ha i) (congrFun hb i))
    have hp := quadForm_pos hFd hv
    rw [quadForm, fa, fb, dotProduct_zero, dotProduct_zero, add_zero] at hp
    exact lt_irrefl _ hp
  · have hre : 0 < μ.re := pos_of_mul_pos_left hpos hf
    exact ⟨him, hre.le, fun _ => hre⟩
```

This is the main theorem. The claim `μ.im = 0 ∧ 0 ≤ μ.re ∧ (F.PosDef → 0 < μ.re)` reads: $\beta=0$, $\alpha\ge0$, and $\alpha>0$ if $F$ is positive definite.

Positive semidefiniteness gives $f\ge0$. If $\mu\neq0$, then $\alpha f>0$ implies $\alpha>0$. If $\mu=0$, the first two claims are immediate. A positive definite $F$ excludes this case: $\mu=0$ would give $Fa=Fb=0$ and so $f=0$, whereas $v\neq0$ requires $f>0$.

Both conditions are hypotheses about given matrices. Positive definite $G$ stands for positive kinetic energy in independent coordinates; redundant coordinates make $G$ singular and are not covered. Positive semidefinite $F$ stands for a potential whose quadratic part never decreases away from the reference geometry, as at a minimum. The code does not construct $G$ from masses and geometry, or $F$ from an electronic energy.

```lean
/-- For positive definite `G` and positive semidefinite `F`, every eigenvalue of `G F` is the
square of a real nonnegative harmonic frequency. -/
theorem harmonic_frequency_real {G F : Matrix n n ℝ} (hG : G.PosDef) (hF : F.PosSemidef)
    {μ : ℂ} {v : n → ℂ} (h : IsMode G F μ v) :
    ∃ ω : ℝ, 0 ≤ ω ∧ μ = (ω : ℂ) ^ 2 := by
  obtain ⟨him, hre, _⟩ := eigenvalue_real_nonneg hG hF h
  refine ⟨Real.sqrt μ.re, Real.sqrt_nonneg _, ?_⟩
  rw [← Complex.ofReal_pow, Real.sq_sqrt hre]
  exact Complex.ext (Complex.ofReal_re _).symm (him.trans (Complex.ofReal_im _).symm)
```

Since $\mu=\alpha\ge0$, the choice $\omega=\sqrt{\alpha}$ gives a real $\omega\ge0$ with $\mu=\omega^2$. In a harmonic vibrational analysis with independent coordinates and symmetric $F$, an imaginary frequency in exact arithmetic thus shows that $F$ is not positive semidefinite.

## Two symmetric matrices whose product has eigenvalue $i$

```lean
/-- Symmetry of `G` and `F` alone does not make the eigenvalues real: for these two symmetric
matrices `G F` has the eigenvalue `i`. -/
theorem symmetric_not_sufficient :
    (!![0, 1; 1, 0] : Matrix (Fin 2) (Fin 2) ℝ).IsSymm ∧
    (!![1, 0; 0, -1] : Matrix (Fin 2) (Fin 2) ℝ).IsSymm ∧
    IsMode !![0, 1; 1, 0] !![1, 0; 0, -1] Complex.I ![1, -Complex.I] := by
  refine ⟨Matrix.IsSymm.ext fun i j => ?_, Matrix.IsSymm.ext fun i j => ?_, ?_, ?_⟩
  · fin_cases i <;> fin_cases j <;> rfl
  · fin_cases i <;> fin_cases j <;> rfl
  · intro h
    have h0 := congrFun h 0
    simp at h0
  · ext i
    fin_cases i <;> simp [Matrix.mulVec, dotProduct, Fin.sum_univ_two]

end GFRealFrequencies
```

The notation `!![...]` lists a matrix by rows. Here

$$G=\begin{pmatrix}0&1\\1&0\end{pmatrix},\quad F=\begin{pmatrix}1&0\\0&-1\end{pmatrix},\quad GF=\begin{pmatrix}0&-1\\1&0\end{pmatrix}.$$

For $v=(1,-i)$, or $(1,-i)/\sqrt2$ when normalised, $GFv=(i,1)=iv$. Both matrices are symmetric but indefinite, and $f=1-1=0$, so $\beta f=0$ places no restriction on $\beta$. This is a purely mathematical example: with this $G$ the kinetic energy would be $\dot q_1\dot q_2$, which can be negative, so it does not describe a molecule. The proof checks the entries one by one with `fin_cases`.

```lean
#print axioms GFRealFrequencies.harmonic_frequency_real
#print axioms GFRealFrequencies.symmetric_not_sufficient
```

```
'GFRealFrequencies.harmonic_frequency_real' depends on axioms: [propext, Classical.choice, Quot.sound]
'GFRealFrequencies.symmetric_not_sufficient' depends on axioms: [propext, Classical.choice, Quot.sound]
```
